# Positive-energy projectors depend on the field in a two-level Dirac model

Let m > 0 be real, let t be complex, and put

    F₀ = [[m, 0], [0, −m]],   F = [[m, t], [conj t, −m]],   E = √(m² + |t|²).

The only positive eigenvalue of F is E. Every unit eigenvector for E has weight

    w = (1 − m/E)/2

on the negative-energy state of F₀. This weight is positive exactly when t ≠ 0, is always below 1/2, is at most |t|²/(4m²), and tends to 1/2 as |t| → ∞. The projector onto the positive-energy state of F is different for every value of t. For m = 1 and real t, the weight is (1 − 1/√(1 + t²))/2 and the quadratic bound is t²/4.

In relativistic electronic structure, no-pair Hamiltonians place the electron interaction between positive-energy projectors, which are often defined by a one-electron Hamiltonian; in this one-particle, two-level model, the field-free choice and the in-field choice disagree as soon as the coupling is nonzero. Brown-Ravenhall disease itself concerns at least two interacting electrons, one of which can fall into the negative continuum while another is lifted into the positive one. A 2×2 matrix has neither a second electron nor a continuum, so what is established here concerns the projectors used against the disease, not the disease.

```lean
import Mathlib

open Matrix Filter Topology ComplexConjugate

namespace BrownRavenhallProjectors

noncomputable section
```

## The Hamiltonian in the field-free basis

The basis consists of the two eigenstates of F₀. Index 0 is the state of energy m and index 1 the state of energy −m. The constant m is half of the field-free gap. For a free particle at rest it would be the rest energy, but an electrostatic potential couples a positive-energy and a negative-energy plane wave only if their momenta differ. For such a field, the two states are plane waves with different momenta of equal magnitude, and m stands for the energy of a free particle with a momentum of that magnitude, which is larger than the rest energy. The field enters only through t, its matrix element between the two states. Any diagonal matrix elements of the field are left out, and t is a given number, not computed from a potential.

In Lean, F is `fieldH m t`, a complex matrix with rows and columns indexed by `Fin 2`, and F₀ is the case t = 0.

```lean
/-- The two-level Hamiltonian with field-free levels `m` and `-m`, coupled by a field of
complex strength `t`. -/
def fieldH (m : ℝ) (t : ℂ) : Matrix (Fin 2) (Fin 2) ℂ :=
  !![(m : ℂ), t; conj t, -(m : ℂ)]
```

The energy in the field is E = √(m² + |t|²), where `‖t‖` denotes the modulus |t|.

```lean
/-- The energy `√(m² + |t|²)`. -/
def energy (m : ℝ) (t : ℂ) : ℝ := √(m ^ 2 + ‖t‖ ^ 2)
```

The candidate for the weight, w = (1 − m/E)/2, is at this stage only a number; its connection with eigenvectors is a theorem further down.

```lean
/-- The number `(1 - m/E)/2`, where `E` is the energy in the field. -/
def negWeight (m : ℝ) (t : ℂ) : ℝ := (1 - m / energy m t) / 2
```

Likewise, the candidate for the projector is

    P(t) = (1 + F/E)/2,

which should give 1 on an eigenvector of energy E and 0 on one of energy −E.

```lean
/-- The matrix `(1 + F/E)/2` built from the Hamiltonian `F` and the energy `E` in the field. -/
def posProj (m : ℝ) (t : ℂ) : Matrix (Fin 2) (Fin 2) ℂ :=
  (1 / 2 : ℂ) • (1 + ((energy m t : ℂ)⁻¹) • fieldH m t)
```

Three facts about E are used throughout. Since m² > 0, the square root is positive:

```lean
/-- The energy is positive when `m` is positive. -/
theorem energy_pos {m : ℝ} (hm : 0 < m) (t : ℂ) : 0 < energy m t :=
  Real.sqrt_pos.mpr (by positivity)
```

Squaring it gives E² = m² + |t|²:

```lean
/-- The squared energy is the sum of the squares of `m` and of the coupling strength. -/
theorem energy_sq (m : ℝ) (t : ℂ) : energy m t ^ 2 = m ^ 2 + ‖t‖ ^ 2 :=
  Real.sq_sqrt (by positivity)
```

Since |t|² = t · conj t, the same identity holds among complex numbers, where the matrix entries live:

```lean
/-- The squared energy written with the coupling and its complex conjugate. -/
theorem energy_sq_complex (m : ℝ) (t : ℂ) :
    (energy m t : ℂ) ^ 2 = (m : ℂ) ^ 2 + t * conj t := by
  rw [Complex.mul_conj, Complex.normSq_eq_norm_sq]
  exact_mod_cast energy_sq m t
```

## The positive eigenvalue

For a state v = (v₀, v₁) and a number c, the equation F v = c v reads, row by row,

    m v₀ + t v₁ = c v₀
    conj(t) v₀ − m v₁ = c v₁.

The lemma states this equivalence, with `*ᵥ` for the matrix acting on a vector and `•` for multiplication by a number.

```lean
/-- The eigenvalue equation in the field, written out in the two field-free states. -/
theorem eigen_iff (m : ℝ) (t c : ℂ) (v : Fin 2 → ℂ) :
    fieldH m t *ᵥ v = c • v ↔
      (m : ℂ) * v 0 + t * v 1 = c * v 0 ∧ conj t * v 0 - (m : ℂ) * v 1 = c * v 1 := by
  have row0 : (fieldH m t *ᵥ v) 0 = (m : ℂ) * v 0 + t * v 1 := by
    simp [fieldH, Matrix.mulVec, dotProduct, Fin.sum_univ_two]
  have row1 : (fieldH m t *ᵥ v) 1 = conj t * v 0 - (m : ℂ) * v 1 := by
    simp [fieldH, Matrix.mulVec, dotProduct, Fin.sum_univ_two, sub_eq_add_neg]
  simp only [funext_iff, Fin.forall_fin_two, row0, row1, Pi.smul_apply, smul_eq_mul]
```

Now take c = λ real and positive. The two rows become

    (λ − m) v₀ = t v₁
    (λ + m) v₁ = conj(t) v₀.

Multiply the first by λ + m and insert the second, then multiply the second by λ − m and insert the first:

    (λ² − m²) v₀ = |t|² v₀
    (λ² − m²) v₁ = |t|² v₁.

Hence (λ² − E²) v = 0. As v ≠ 0, λ² = E², and since both numbers are positive, λ = E.

Conversely, the vector (E + m, conj t) satisfies both rows with λ = E. It is nonzero even at t = 0, because E + m > 0. Its squared length is (E + m)² + |t|² = 2E(E + m), so after normalisation its weights on the two field-free states are (E + m)/(2E) and (E − m)/(2E).

In the proof, `a0` and `a1` are the two eliminated equations. The tactic `linear_combination` checks that the stated multiples of the known equations add up to the desired one. The theorem says that a positive real `lam` has a nonzero eigenvector if and only if it equals `energy m t`.

```lean
/-- A positive number is an eigenvalue of the Hamiltonian in the field exactly when it
equals `√(m² + |t|²)`. -/
theorem positive_eigenvalue_iff {m : ℝ} (hm : 0 < m) (t : ℂ) {lam : ℝ} (hl : 0 < lam) :
    (∃ v : Fin 2 → ℂ, v ≠ 0 ∧ fieldH m t *ᵥ v = (lam : ℂ) • v) ↔ lam = energy m t := by
  have hE := energy_sq_complex m t
  constructor
  · rintro ⟨v, hv, h⟩
    obtain ⟨h0, h1⟩ := (eigen_iff m t lam v).mp h
    -- eliminating one component leaves `(lam² - E²) v = 0`
    have a0 : ((lam : ℂ) ^ 2 - (energy m t : ℂ) ^ 2) * v 0 = 0 := by
      linear_combination (-(lam : ℂ) - m) * h0 - t * h1 - v 0 * hE
    have a1 : ((lam : ℂ) ^ 2 - (energy m t : ℂ) ^ 2) * v 1 = 0 := by
      linear_combination (-(lam : ℂ) + m) * h1 - conj t * h0 - v 1 * hE
    have key : (lam : ℂ) ^ 2 - (energy m t : ℂ) ^ 2 = 0 := by
      by_contra hne
      exact hv (funext (Fin.forall_fin_two.mpr
        ⟨(mul_eq_zero.mp a0).resolve_left hne, (mul_eq_zero.mp a1).resolve_left hne⟩))
    have hsq : lam ^ 2 = energy m t ^ 2 := by exact_mod_cast sub_eq_zero.mp key
    exact (sq_eq_sq₀ hl.le (energy_pos hm t).le).mp hsq
  · rintro rfl
    -- the explicit eigenvector `(E + m, conj t)`
    refine ⟨![(energy m t : ℂ) + m, conj t], ?_, (eigen_iff _ _ _ _).mpr ⟨?_, ?_⟩⟩
    · intro h
      have h0 : (energy m t : ℂ) + m = 0 := congrFun h 0
      have h0' : energy m t + m = 0 := by exact_mod_cast h0
      linarith
    · show (m : ℂ) * ((energy m t : ℂ) + m) + t * conj t
        = (energy m t : ℂ) * ((energy m t : ℂ) + m)
      linear_combination -hE
    · show conj t * ((energy m t : ℂ) + m) - (m : ℂ) * conj t = (energy m t : ℂ) * conj t
      ring
```

## The weight on the negative-energy state

The explicit vector suggests the value of the weight, but the claim is about every unit eigenvector, whatever its phase. Start from the second row with λ = E,

    (E + m) v₁ = conj(t) v₀,

and take squared moduli, using |t|² = E² − m² = (E − m)(E + m):

    (E + m)² |v₁|² = (E − m)(E + m) |v₀|².

Cancel the positive factor E + m:

    (E + m) |v₁|² = (E − m) |v₀|².

Normalisation gives |v₀|² = 1 − |v₁|², so

    2E |v₁|² = E − m,   that is,   |v₁|² = (1 − m/E)/2.

The steps `h2` to `h5` carry out the first three displays, and `hb` is the result of inserting the normalisation. The hypothesis `hv` writes the unit length out as a sum of two squares, because the norm that Mathlib gives to `Fin 2 → ℂ` is the largest modulus of a component and not the quantum-mechanical length.

```lean
/-- Every unit eigenvector of positive energy in the field has weight `(1 - m/E)/2` on the
negative-energy state of the field-free Hamiltonian. -/
theorem negative_energy_weight {m : ℝ} (hm : 0 < m) (t : ℂ) (v : Fin 2 → ℂ)
    (hv : ‖v 0‖ ^ 2 + ‖v 1‖ ^ 2 = 1)
    (h : fieldH m t *ᵥ v = (energy m t : ℂ) • v) :
    ‖v 1‖ ^ 2 = negWeight m t := by
  have hp := energy_pos hm t
  have hE := energy_sq m t
  obtain ⟨-, h1⟩ := (eigen_iff _ _ _ _).mp h
  have h2 : conj t * v 0 = ((energy m t + m : ℝ) : ℂ) * v 1 := by
    push_cast
    linear_combination h1
  -- norms of both sides relate the two weights
  have h3 := congrArg (fun z : ℂ => ‖z‖ ^ 2) h2
  simp only [norm_mul, RCLike.norm_conj, Complex.norm_real, mul_pow, Real.norm_eq_abs,
    sq_abs] at h3
  have h4 : (energy m t + m) *
      ((energy m t - m) * ‖v 0‖ ^ 2 - (energy m t + m) * ‖v 1‖ ^ 2) = 0 := by
    linear_combination h3 + ‖v 0‖ ^ 2 * hE
  have h5 := (mul_eq_zero.mp h4).resolve_left (by linarith : 0 < energy m t + m).ne'
  -- normalisation fixes the weight
  have hb : 2 * energy m t * ‖v 1‖ ^ 2 = energy m t - m := by
    linear_combination (energy m t - m) * hv - h5
  have hc : m / energy m t * energy m t = m := div_mul_cancel₀ _ hp.ne'
  have h2E : 2 * energy m t ≠ 0 := by positivity
  apply mul_left_cancel₀ h2E
  unfold negWeight
  linear_combination hb + hc
```

## Weak and strong fields

If t = 0, then E = m and w = 0. If t ≠ 0, then E² > m², so E > m and w > 0. Since m/E > 0, w is always below 1/2.

For the quadratic bound, write both sides in terms of E:

    w = (E − m)/(2E),   |t|²/(4m²) = (E² − m²)/(4m²).

After multiplying by the positive denominators, the right side exceeds the left by

    2E(E² − m²) − 4m²(E − m) = 2(E − m)(E² + Em − 2m²)
                             = 2(E − m)²(E + 2m) ≥ 0.

The admixture is therefore at most of second order in the ratio |t|/m. The last `nlinarith` call receives as its hint that this product, without the factor 2, is nonnegative.

```lean
/-- The weight is positive exactly when the field is on, stays below one half, and is at
most `|t|²/(4m²)`. -/
theorem negWeight_bounds {m : ℝ} (hm : 0 < m) (t : ℂ) :
    (0 < negWeight m t ↔ t ≠ 0) ∧ negWeight m t < 1 / 2 ∧
      negWeight m t ≤ ‖t‖ ^ 2 / (4 * m ^ 2) := by
  have hp := energy_pos hm t
  have hE := energy_sq m t
  refine ⟨⟨?_, ?_⟩, ?_, ?_⟩
  · rintro h rfl
    have h0 : energy m 0 = m := by simp [energy, Real.sqrt_sq hm.le]
    rw [negWeight, h0, div_self hm.ne'] at h
    norm_num at h
  · intro ht
    have hT : 0 < ‖t‖ ^ 2 := pow_pos (norm_pos_iff.mpr ht) 2
    have hlt : m < energy m t := by nlinarith
    have h1 : m / energy m t < 1 := (div_lt_one hp).mpr hlt
    unfold negWeight
    linarith
  · have h1 : 0 < m / energy m t := div_pos hm hp
    unfold negWeight
    linarith
  · have hw : negWeight m t = (energy m t - m) / (2 * energy m t) := by
      unfold negWeight
      field_simp
    have hT : ‖t‖ ^ 2 = energy m t ^ 2 - m ^ 2 := by linarith
    rw [hw, hT, div_le_div_iff₀ (by positivity) (by positivity)]
    -- the difference is `2 (E - m)² (E + 2m)`
    nlinarith [mul_nonneg (sq_nonneg (energy m t - m))
      (by linarith : (0 : ℝ) ≤ energy m t + 2 * m)]
```

For strong coupling, E ≥ |t|, so E → ∞ and m/E → 0 as |t| → ∞. Hence w → 1/2, and the weights of the in-field state on the two field-free states become equal in the limit. The filter `Bornology.cobounded ℂ` expresses |t| → ∞ with no restriction on the phase of t. This limit needs no sign condition on m.

```lean
/-- The weight tends to one half as the coupling strength grows without bound. -/
theorem negWeight_tendsto (m : ℝ) :
    Tendsto (negWeight m) (Bornology.cobounded ℂ) (𝓝 (1 / 2)) := by
  have hle : ∀ t : ℂ, ‖t‖ ≤ energy m t := fun t => by
    have h0 : 0 ≤ energy m t := Real.sqrt_nonneg _
    nlinarith [energy_sq m t, norm_nonneg t, sq_nonneg m]
  have hE : Tendsto (energy m) (Bornology.cobounded ℂ) atTop :=
    tendsto_atTop_mono hle tendsto_norm_cobounded_atTop
  have hd : Tendsto (fun t => m / energy m t) (Bornology.cobounded ℂ) (𝓝 0) :=
    hE.const_div_atTop m
  have h : Tendsto (fun t => (1 - m / energy m t) / 2) (Bornology.cobounded ℂ)
      (𝓝 ((1 - 0) / 2)) := (tendsto_const_nhds.sub hd).div_const 2
  rw [sub_zero] at h
  exact h
```

## The projector onto the positive-energy state

It remains to justify calling P(t) a projector. The matrix F is Hermitian and E is real, so P(t) is Hermitian. Multiplying out F², the off-diagonal entries cancel and both diagonal entries are m² + |t|², so

    F² = E² · 1.

With G = F/E this means G² = 1, and then

    P² = (1 + 2G + G²)/4 = (1 + G)/2 = P.

Finally, P v = v is equivalent to G v = v, and so to F v = E v. The vectors fixed by P(t) are exactly the solutions of the eigenvalue equation with energy E, together with the zero vector, which satisfies both equations trivially.

The theorem states these three properties in this order, with `ᴴ` for the Hermitian conjugate. In the proof, `hsq` is the identity for F², `hG` is G² = 1, and `aux` is the short computation of P².

```lean
/-- The matrix `(1 + F/E)/2` is Hermitian and idempotent, and the vectors it fixes are
exactly those satisfying the eigenvalue equation with energy `E`. -/
theorem posProj_spec {m : ℝ} (hm : 0 < m) (t : ℂ) :
    (posProj m t)ᴴ = posProj m t ∧ posProj m t * posProj m t = posProj m t ∧
      ∀ v : Fin 2 → ℂ, posProj m t *ᵥ v = v ↔
        fieldH m t *ᵥ v = (energy m t : ℂ) • v := by
  have hne : (energy m t : ℂ) ≠ 0 := by exact_mod_cast (energy_pos hm t).ne'
  refine ⟨?_, ?_, fun v => ?_⟩
  · have hH : (fieldH m t)ᴴ = fieldH m t := by
      ext i j
      fin_cases i <;> fin_cases j <;> simp [fieldH]
    simp [posProj, Matrix.conjTranspose_smul, Matrix.conjTranspose_add, hH]
  · -- the Hamiltonian squares to `E²`
    have hsq : fieldH m t * fieldH m t = ((energy m t : ℂ) ^ 2) • 1 := by
      rw [energy_sq_complex]
      unfold fieldH
      generalize conj t = s
      ext i j
      fin_cases i <;> fin_cases j <;>
        simp [Matrix.mul_apply, Fin.sum_univ_succ] <;> ring
    have hG : ((energy m t : ℂ)⁻¹ • fieldH m t) * ((energy m t : ℂ)⁻¹ • fieldH m t) = 1 := by
      have hc : (energy m t : ℂ)⁻¹ * (energy m t : ℂ)⁻¹ * (energy m t : ℂ) ^ 2 = 1 := by
        field_simp
      rw [smul_mul_smul_comm, hsq, smul_smul, hc, one_smul]
    have aux : ∀ G : Matrix (Fin 2) (Fin 2) ℂ, G * G = 1 →
        ((1 / 2 : ℂ) • (1 + G)) * ((1 / 2 : ℂ) • (1 + G)) = (1 / 2 : ℂ) • (1 + G) := by
      intro G h
      rw [smul_mul_smul_comm]
      simp only [add_mul, mul_add, one_mul, mul_one, h]
      module
    exact aux _ hG
  · simp only [posProj, Matrix.smul_mulVec, Matrix.add_mulVec, Matrix.one_mulVec]
    constructor
    · intro h
      funext i
      have hi := congrFun h i
      simp only [Pi.smul_apply, Pi.add_apply, smul_eq_mul] at hi ⊢
      have hc : (energy m t : ℂ) * (energy m t : ℂ)⁻¹ = 1 := mul_inv_cancel₀ hne
      linear_combination 2 * (energy m t : ℂ) * hi - (fieldH m t *ᵥ v) i * hc
    · intro h
      rw [h, smul_smul, inv_mul_cancel₀ hne, one_smul]
      module
```

## The projector determines the coupling

Two entries of P(t) are enough to recover t:

    P(t)₀₀ = (1 + m/E)/2,   P(t)₀₁ = t/(2E).

Suppose P(s) = P(t) for two couplings s and t. The entries at position 00 give m/E(s) = m/E(t), and since m ≠ 0 the two energies agree. The entries at position 01 then give s = t. The converse is immediate.

Taking s = 0 compares the field-free projector with the one in the field: they coincide only when t = 0. The proof reads off the entries in `e00` and `e01`, obtains equality of the inverse energies in `hinv`, and cancels that common factor from the off-diagonal equation.

```lean
/-- Two fields have the same positive-energy projector exactly when their couplings are equal. -/
theorem posProj_eq_iff {m : ℝ} (hm : 0 < m) (s t : ℂ) :
    posProj m s = posProj m t ↔ s = t := by
  refine ⟨fun h => ?_, fun h => by rw [h]⟩
  have e00 : ∀ r, posProj m r 0 0 = 1 / 2 * (1 + (energy m r : ℂ)⁻¹ * m) := fun r => by
    simp [posProj, fieldH]
  have e01 : ∀ r, posProj m r 0 1 = 1 / 2 * ((energy m r : ℂ)⁻¹ * r) := fun r => by
    simp [posProj, fieldH]
  have h00 := congrFun (congrFun h 0) 0
  have h01 := congrFun (congrFun h 0) 1
  simp only [e00] at h00
  simp only [e01] at h01
  have hm' : (m : ℂ) ≠ 0 := by exact_mod_cast hm.ne'
  have hne : (energy m t : ℂ) ≠ 0 := by exact_mod_cast (energy_pos hm t).ne'
  -- the diagonal entry fixes the energy, the off-diagonal one then fixes the coupling
  have hinv : (energy m s : ℂ)⁻¹ = (energy m t : ℂ)⁻¹ :=
    mul_right_cancel₀ hm' (by linear_combination 2 * h00)
  rw [hinv] at h01
  exact mul_left_cancel₀ (inv_ne_zero hne) (by linear_combination 2 * h01)

end

end BrownRavenhallProjectors
```

```lean
#print axioms BrownRavenhallProjectors.positive_eigenvalue_iff
#print axioms BrownRavenhallProjectors.negWeight_tendsto
#print axioms BrownRavenhallProjectors.posProj_spec
#print axioms BrownRavenhallProjectors.posProj_eq_iff
```

```
'BrownRavenhallProjectors.positive_eigenvalue_iff' depends on axioms: [propext, Classical.choice, Quot.sound]
'BrownRavenhallProjectors.negWeight_tendsto' depends on axioms: [propext, Classical.choice, Quot.sound]
'BrownRavenhallProjectors.posProj_spec' depends on axioms: [propext, Classical.choice, Quot.sound]
'BrownRavenhallProjectors.posProj_eq_iff' depends on axioms: [propext, Classical.choice, Quot.sound]
```
